# Two-body densities of a determinant from its one-body density, in any one-particle basis

When a Hartree–Fock program computes the electron–electron energy, it contracts the two-electron integrals with products of one-body density matrix elements, once for the Coulomb term and once for exchange. The four-index two-body density need not be stored, because the state is a single determinant, for which the two-body density is fixed by the one-body density.

Let $a_p$ be the annihilators of finitely many orthonormal spin orbitals, and let $\Phi$ be a unit determinant in them. For a coefficient matrix $U$, define

$$c_x=\sum_p U_{xp}a_p,\qquad c_x^\dagger=\sum_p \overline{U_{xp}}\,a_p^\dagger,\qquad \gamma_{xy}=\langle\Phi,c_x^\dagger c_y\Phi\rangle .$$

Then, for every $U$,

$$\langle\Phi,c_w^\dagger c_x^\dagger c_z c_y\Phi\rangle=\gamma_{wy}\gamma_{xz}-\gamma_{wz}\gamma_{xy}.$$

## Atomic-orbital densities and pair densities

$U$ need be neither unitary nor square, so the identity applies directly to non-orthogonal atomic orbitals. If the molecular orbitals are $\phi_p=\sum_\mu C_{\mu p}\chi_\mu$, set $U=C$. Then $\gamma_{\mu\nu}=\sum_{p\,\mathrm{occ}}\overline{C_{\mu p}}C_{\nu p}$, which is the transpose of the common convention $P_{\mu\nu}=\sum_{p\,\mathrm{occ}} C_{\mu p}\overline{C_{\nu p}}$. The difference matters for complex coefficients. With this choice $c_\mu$ is the coefficient of $\chi_\mu$ in the field operator $\sum_p\phi_p a_p=\sum_\mu\chi_\mu c_\mu$. For non-orthogonal orbitals it is not the annihilator of $\chi_\mu$, which has $U=SC$ with $S$ the overlap matrix, and $\gamma_{\mu\mu}$ is not the occupation of $\chi_\mu$.

For an interaction $\tfrac12\sum V_{wxyz}\,c_w^\dagger c_x^\dagger c_z c_y$ the identity gives the mean energy

$$\tfrac12\sum_{wxyz}V_{wxyz}\,(\gamma_{wy}\gamma_{xz}-\gamma_{wz}\gamma_{xy}).$$

Here $w,y$ belong to one particle and $x,z$ to the other. Setting $z=x$ and $y=w$ in the identity gives the pair density $\gamma_{ww}\gamma_{xx}-|\gamma_{wx}|^2$, whose second term is the exchange correction. If $c_w$ and $c_x$ are field operators at two space-spin points, so that $U_{xp}=\phi_p(x)$, then dividing this term, with its minus sign, by the density $\gamma_{ww}$ where that is nonzero gives the exchange hole around $w$.

## Moving one creator to the right

Let $O$ be the set of occupied modes. The determinant satisfies $a_p^\dagger\Phi=0$ for $p\in O$ and $a_p\Phi=0$ for $p\notin O$. Define the occupied part of a creator by $d_w^\dagger=\sum_{p\in O}\overline{U_{wp}}\,a_p^\dagger$.

**Next to the bra, only $d_w^\dagger$ survives.** For $p\notin O$ and any vector $v$, $\langle\Phi,a_p^\dagger v\rangle=\langle a_p\Phi,v\rangle=0$. Hence $\langle\Phi,c_w^\dagger v\rangle=\langle\Phi,d_w^\dagger v\rangle$.

**The anticommutators are simple.** Creators anticommute because their adjoints do, so $d_w^\dagger c_x^\dagger=-c_x^\dagger d_w^\dagger$. With an annihilator,

$$d_w^\dagger c_z+c_z d_w^\dagger=\sum_{p\in O}\sum_q\overline{U_{wp}}U_{zq}\,\delta_{pq}=\sum_{p\in O}\overline{U_{wp}}U_{zp}.$$

**That number is $\gamma_{wz}$.** Since $d_w^\dagger\Phi=0$, the vector $d_w^\dagger c_z\Phi$ is this number times $\Phi$. Taking the inner product with the unit vector $\Phi$ gives $\gamma_{wz}$.

**Now move $d_w^\dagger$ to the ket.** Writing $\langle\cdot\rangle$ for the expectation value in $\Phi$,

$$\begin{aligned}
\langle c_w^\dagger c_x^\dagger c_z c_y\rangle
&=-\langle c_x^\dagger d_w^\dagger c_z c_y\rangle\\
&=-\gamma_{wz}\langle c_x^\dagger c_y\rangle+\langle c_x^\dagger c_z d_w^\dagger c_y\rangle\\
&=-\gamma_{wz}\gamma_{xy}+\gamma_{wy}\langle c_x^\dagger c_z\rangle-\langle c_x^\dagger c_z c_y d_w^\dagger\rangle .
\end{aligned}$$

The last term vanishes and $\langle c_x^\dagger c_z\rangle=\gamma_{xz}$, which gives the identity.

For the pair density, $\gamma_{xw}=\overline{\gamma_{wx}}$ follows from the sum over occupied modes. The energy formula follows by linearity.

## A non-orthogonal example with two modes

Take modes 0 and 1, both occupied, with $c_0=a_0$ and $c_1=a_0+a_1$. Then

$$U=\begin{pmatrix}1&0\\1&1\end{pmatrix},\qquad \gamma=\begin{pmatrix}1&1\\1&2\end{pmatrix},$$

and the pair density is $\gamma_{00}\gamma_{11}-|\gamma_{01}|^2=2-1=1$. Directly, $c_1c_0\Phi=(a_0+a_1)a_0\Phi=a_1a_0\Phi$, which has squared norm 1.

If only mode 0 is occupied, every entry of $\gamma$ is 1 and the pair density is $1-1=0$, as it must be for one particle.

## The Lean file

```lean
import Mathlib

noncomputable section

namespace DeterminantTwoBodyDensity

variable {ι κ H : Type*} [Fintype ι] [DecidableEq ι]
  [NormedAddCommGroup H] [InnerProductSpace ℂ H]

/-- Fermionic modes: `ad p` is the adjoint of `a p`, and the canonical anticommutation
relations hold. -/
structure IsCAR (a ad : ι → H →ₗ[ℂ] H) : Prop where
  adj : ∀ p u v, inner ℂ (a p u) v = inner ℂ u (ad p v)
  anti : ∀ p q v, a p (a q v) + a q (a p v) = 0
  mixed : ∀ p q v, a p (ad q v) + ad q (a p v) = if p = q then v else 0

/-- A unit determinant: no particle can be added to an occupied mode, and none can be
removed from an empty mode. -/
structure IsDeterminant (a ad : ι → H →ₗ[ℂ] H) (occ : Finset ι) (Φ : H) : Prop where
  unit : inner ℂ Φ Φ = 1
  filled : ∀ p ∈ occ, ad p Φ = 0
  empty : ∀ p, p ∉ occ → a p Φ = 0

/-- The transformed annihilator `c_x = ∑ p, U x p a_p`. -/
def ann (a : ι → H →ₗ[ℂ] H) (U : Matrix κ ι ℂ) (x : κ) : H →ₗ[ℂ] H :=
  ∑ p, U x p • a p

/-- The part of the transformed creator that acts on the modes in `occ`. -/
def occCre (ad : ι → H →ₗ[ℂ] H) (occ : Finset ι) (U : Matrix κ ι ℂ) (x : κ) :
    H →ₗ[ℂ] H :=
  ∑ p ∈ occ, star (U x p) • ad p

/-- The transformed creator `c_x† = ∑ p, conj (U x p) a_p†`. -/
def cre (ad : ι → H →ₗ[ℂ] H) (U : Matrix κ ι ℂ) (x : κ) : H →ₗ[ℂ] H :=
  ∑ p, star (U x p) • ad p

/-- The one-body density `γ_xy = ⟨Φ, c_x† c_y Φ⟩`. -/
def oneBody (a ad : ι → H →ₗ[ℂ] H) (U : Matrix κ ι ℂ) (Φ : H) (x y : κ) : ℂ :=
  inner ℂ Φ (cre ad U x (ann a U y Φ))

/-- The two-body density `⟨Φ, c_w† c_x† c_z c_y Φ⟩`. -/
def twoBody (a ad : ι → H →ₗ[ℂ] H) (U : Matrix κ ι ℂ) (Φ : H) (w x z y : κ) : ℂ :=
  inner ℂ Φ (cre ad U w (cre ad U x (ann a U z (ann a U y Φ))))

variable {a ad : ι → H →ₗ[ℂ] H} {occ : Finset ι} {Φ : H}

/-- For CAR modes, the transformed creator is the adjoint of the transformed annihilator. -/
theorem inner_ann (h : IsCAR a ad) (U : Matrix κ ι ℂ) (x : κ) (u v : H) :
    inner ℂ (ann a U x u) v = inner ℂ u (cre ad U x v) := by
  simp only [ann, cre, LinearMap.sum_apply, LinearMap.smul_apply, sum_inner, inner_sum,
    inner_smul_left, inner_smul_right, h.adj, starRingEnd_apply]

/-- For CAR modes, the occupied part of a transformed creator anticommutes with every
transformed creator. -/
theorem occCre_cre (h : IsCAR a ad) (occ : Finset ι) (U : Matrix κ ι ℂ) (w x : κ) (v : H) :
    occCre ad occ U w (cre ad U x v) + cre ad U x (occCre ad occ U w v) = 0 := by
  -- the creators anticommute because their adjoints do
  have hanti : ∀ p q, ad p (ad q v) + ad q (ad p v) = 0 := fun p q => by
    refine ext_inner_left ℂ fun u => ?_
    rw [inner_add_right, ← h.adj, ← h.adj, ← h.adj, ← h.adj, ← inner_add_left, h.anti,
      inner_zero_left, inner_zero_right]
  have hc : ∀ v, occCre ad occ U w v = ∑ p ∈ occ, star (U w p) • ad p v := fun v => by
    simp only [occCre, LinearMap.sum_apply, LinearMap.smul_apply]
  have hd : ∀ v, cre ad U x v = ∑ q, star (U x q) • ad q v := fun v => by
    simp only [cre, LinearMap.sum_apply, LinearMap.smul_apply]
  have e1 : occCre ad occ U w (cre ad U x v)
      = ∑ p ∈ occ, ∑ q, star (U w p) • star (U x q) • ad p (ad q v) := by
    rw [hc, hd]
    simp only [map_sum, map_smul, Finset.smul_sum]
  have e2 : cre ad U x (occCre ad occ U w v)
      = ∑ p ∈ occ, ∑ q, star (U x q) • star (U w p) • ad q (ad p v) := by
    rw [hd, hc]
    simp only [map_sum, map_smul, Finset.smul_sum]
    exact Finset.sum_comm
  rw [e1, e2, ← Finset.sum_add_distrib]
  refine Finset.sum_eq_zero fun p _ => ?_
  rw [← Finset.sum_add_distrib]
  refine Finset.sum_eq_zero fun q _ => ?_
  linear_combination (norm := module) (star (U w p) * star (U x q)) • hanti p q

/-- For CAR modes, the anticommutator of the occupied part of a transformed creator with a
transformed annihilator is a number, the overlap of their occupied coefficients. -/
theorem occCre_ann (h : IsCAR a ad) (occ : Finset ι) (U : Matrix κ ι ℂ) (w z : κ) (v : H) :
    occCre ad occ U w (ann a U z v) + ann a U z (occCre ad occ U w v)
      = (∑ p ∈ occ, star (U w p) * U z p) • v := by
  have hc : ∀ v, occCre ad occ U w v = ∑ p ∈ occ, star (U w p) • ad p v := fun v => by
    simp only [occCre, LinearMap.sum_apply, LinearMap.smul_apply]
  have ha : ∀ v, ann a U z v = ∑ q, U z q • a q v := fun v => by
    simp only [ann, LinearMap.sum_apply, LinearMap.smul_apply]
  have e1 : occCre ad occ U w (ann a U z v)
      = ∑ p ∈ occ, ∑ q, star (U w p) • U z q • ad p (a q v) := by
    rw [hc, ha]
    simp only [map_sum, map_smul, Finset.smul_sum]
  have e2 : ann a U z (occCre ad occ U w v)
      = ∑ p ∈ occ, ∑ q, U z q • star (U w p) • a q (ad p v) := by
    rw [ha, hc]
    simp only [map_sum, map_smul, Finset.smul_sum]
    exact Finset.sum_comm
  rw [e1, e2, ← Finset.sum_add_distrib, Finset.sum_smul]
  refine Finset.sum_congr rfl fun p _ => ?_
  rw [← Finset.sum_add_distrib]
  calc _ = ∑ q, (star (U w p) * U z q) • (if q = p then v else 0) :=
        Finset.sum_congr rfl fun q _ => by
          linear_combination (norm := module) (star (U w p) * U z q) • h.mixed q p v
    _ = _ := by simp

/-- Next to the bra of a determinant of CAR modes, only the occupied part of a transformed
creator contributes. -/
theorem inner_cre_eq_occCre (h : IsCAR a ad) (hΦ : IsDeterminant a ad occ Φ)
    (U : Matrix κ ι ℂ) (w : κ) (v : H) :
    inner ℂ Φ (cre ad U w v) = inner ℂ Φ (occCre ad occ U w v) := by
  simp only [cre, occCre, LinearMap.sum_apply, LinearMap.smul_apply, inner_sum,
    inner_smul_right]
  symm
  refine Finset.sum_subset (Finset.subset_univ _) fun p _ hp => ?_
  rw [← h.adj, hΦ.empty p hp, inner_zero_left, mul_zero]

/-- The one-body density of a unit determinant of CAR modes is a sum over its occupied
modes. -/
theorem oneBody_eq (h : IsCAR a ad) (hΦ : IsDeterminant a ad occ Φ)
    (U : Matrix κ ι ℂ) (x y : κ) :
    oneBody a ad U Φ x y = ∑ p ∈ occ, star (U x p) * U y p := by
  have h0 : occCre ad occ U x Φ = 0 := by
    simp only [occCre, LinearMap.sum_apply, LinearMap.smul_apply]
    exact Finset.sum_eq_zero fun p hp => by rw [hΦ.filled p hp, smul_zero]
  have m := occCre_ann h occ U x y Φ
  rw [h0, map_zero, add_zero] at m
  rw [oneBody, inner_cre_eq_occCre h hΦ, m, inner_smul_right, hΦ.unit, mul_one]

/-- The two-body density of a unit determinant of CAR modes is the direct product of
one-body densities minus the exchange product, for every coefficient matrix `U`. -/
theorem twoBody_factorizes (h : IsCAR a ad) (hΦ : IsDeterminant a ad occ Φ)
    (U : Matrix κ ι ℂ) (w x z y : κ) :
    twoBody a ad U Φ w x z y
      = oneBody a ad U Φ w y * oneBody a ad U Φ x z
        - oneBody a ad U Φ w z * oneBody a ad U Φ x y := by
  have h0 : occCre ad occ U w Φ = 0 := by
    simp only [occCre, LinearMap.sum_apply, LinearMap.smul_apply]
    exact Finset.sum_eq_zero fun p hp => by rw [hΦ.filled p hp, smul_zero]
  have m : ∀ t v, occCre ad occ U w (ann a U t v)
      = oneBody a ad U Φ w t • v - ann a U t (occCre ad occ U w v) := fun t v => by
    rw [oneBody_eq h hΦ]
    exact eq_sub_of_add_eq (occCre_ann h occ U w t v)
  -- move the occupied part of the leftmost creator to the right until it meets the ket
  rw [twoBody, inner_cre_eq_occCre h hΦ, eq_neg_of_add_eq_zero_left (occCre_cre h occ U w x _),
    m z (ann a U y Φ), m y Φ, h0]
  simp only [map_sub, map_smul, map_zero, sub_zero, inner_neg_right, inner_sub_right,
    inner_smul_right]
  simp only [oneBody]
  ring

/-- The pair density of a unit determinant of CAR modes is the product of the densities
minus the squared modulus of the one-body density between the two orbitals. -/
theorem pair_density (h : IsCAR a ad) (hΦ : IsDeterminant a ad occ Φ)
    (U : Matrix κ ι ℂ) (w x : κ) :
    twoBody a ad U Φ w x x w = oneBody a ad U Φ w w * oneBody a ad U Φ x x
      - (Complex.normSq (oneBody a ad U Φ w x) : ℂ) := by
  have hs : oneBody a ad U Φ x w = starRingEnd ℂ (oneBody a ad U Φ w x) := by
    rw [oneBody_eq h hΦ, oneBody_eq h hΦ, map_sum]
    exact Finset.sum_congr rfl fun p _ => by simp [mul_comm]
  rw [twoBody_factorizes h hΦ, hs, Complex.mul_conj]

/-- The two-body interaction `½ ∑ V_wxyz c_w† c_x† c_z c_y`. -/
def interaction [Fintype κ] (a ad : ι → H →ₗ[ℂ] H) (U : Matrix κ ι ℂ)
    (V : κ → κ → κ → κ → ℂ) : H →ₗ[ℂ] H :=
  (1 / 2 : ℂ) • ∑ w, ∑ x, ∑ y, ∑ z,
    V w x y z • (cre ad U w ∘ₗ cre ad U x ∘ₗ ann a U z ∘ₗ ann a U y)

/-- The Hartree–Fock interaction energy: in a unit determinant of CAR modes the mean
two-body interaction is a direct term minus an exchange term. -/
theorem hartreeFock_interaction [Fintype κ] (h : IsCAR a ad)
    (hΦ : IsDeterminant a ad occ Φ) (U : Matrix κ ι ℂ) (V : κ → κ → κ → κ → ℂ) :
    inner ℂ Φ (interaction a ad U V Φ) = 1 / 2 * ∑ w, ∑ x, ∑ y, ∑ z, V w x y z *
      (oneBody a ad U Φ w y * oneBody a ad U Φ x z
        - oneBody a ad U Φ w z * oneBody a ad U Φ x y) := by
  simp only [← twoBody_factorizes h hΦ, twoBody, interaction, LinearMap.smul_apply,
    LinearMap.sum_apply, LinearMap.comp_apply, inner_smul_right, inner_sum]

/-- Annihilators of two modes, in the basis `|00⟩, |10⟩, |01⟩, |11⟩`. -/
def modeAnn : Fin 2 → EuclideanSpace ℂ (Fin 4) →ₗ[ℂ] EuclideanSpace ℂ (Fin 4) :=
  ![{ toFun := fun v => !₂[v 1, 0, v 3, 0]
      map_add' := fun u v => by ext i; fin_cases i <;> simp
      map_smul' := fun c v => by ext i; fin_cases i <;> simp },
    { toFun := fun v => !₂[v 2, -v 3, 0, 0]
      map_add' := fun u v => by ext i; fin_cases i <;> simp [add_comm]
      map_smul' := fun c v => by ext i; fin_cases i <;> simp }]

/-- Creators of two modes, in the basis `|00⟩, |10⟩, |01⟩, |11⟩`. -/
def modeCre : Fin 2 → EuclideanSpace ℂ (Fin 4) →ₗ[ℂ] EuclideanSpace ℂ (Fin 4) :=
  ![{ toFun := fun v => !₂[0, v 0, 0, v 2]
      map_add' := fun u v => by ext i; fin_cases i <;> simp
      map_smul' := fun c v => by ext i; fin_cases i <;> simp },
    { toFun := fun v => !₂[0, 0, v 0, -v 1]
      map_add' := fun u v => by ext i; fin_cases i <;> simp [add_comm]
      map_smul' := fun c v => by ext i; fin_cases i <;> simp }]

/-- The two explicit modes satisfy the CAR; `|11⟩` is a determinant with both modes
occupied, and `|10⟩` is one with only the first mode occupied. -/
theorem determinant_witness : IsCAR modeAnn modeCre ∧
    IsDeterminant modeAnn modeCre Finset.univ !₂[0, 0, 0, 1] ∧
    IsDeterminant modeAnn modeCre {0} !₂[0, 1, 0, 0] := by
  refine ⟨⟨fun p u v => ?_, fun p q v => ?_, fun p q v => ?_⟩,
    ⟨?_, fun p _ => ?_, fun p hp => absurd (Finset.mem_univ p) hp⟩,
    ⟨?_, fun p hp => ?_, fun p hp => ?_⟩⟩
  · fin_cases p <;> simp [modeAnn, modeCre, PiLp.inner_apply, Fin.sum_univ_four]
  · ext i
    fin_cases p <;> fin_cases q <;> fin_cases i <;> simp [modeAnn]
  · ext i
    fin_cases p <;> fin_cases q <;> fin_cases i <;> simp [modeAnn, modeCre]
  · rw [PiLp.inner_apply, Fin.sum_univ_four]
    simp
  · ext i
    fin_cases p <;> fin_cases i <;> simp [modeCre]
  · rw [PiLp.inner_apply, Fin.sum_univ_four]
    simp
  · obtain rfl : p = 0 := by simpa using hp
    ext i
    fin_cases i <;> simp [modeCre]
  · obtain rfl : p = 1 := by fin_cases p <;> simp_all
    ext i
    fin_cases i <;> simp [modeAnn]

/-- The normalized superposition `3/5 |00⟩ + 4/5 |11⟩` violates the factorization in the
original mode basis. -/
theorem superposition_not_factorized (Ψ : EuclideanSpace ℂ (Fin 4))
    (hΨ : Ψ = !₂[3 / 5, 0, 0, 4 / 5]) (U : Matrix (Fin 2) (Fin 2) ℂ) (hU : U = 1) :
    inner ℂ Ψ Ψ = 1 ∧ twoBody modeAnn modeCre U Ψ 0 1 1 0 ≠
      oneBody modeAnn modeCre U Ψ 0 0 * oneBody modeAnn modeCre U Ψ 1 1
        - oneBody modeAnn modeCre U Ψ 0 1 * oneBody modeAnn modeCre U Ψ 1 0 := by
  subst hΨ hU
  -- the last two entries of an explicit four-component vector
  have e2 : ∀ a b c d : ℂ, ![a, b, c, d] 2 = c := fun _ _ _ _ => rfl
  have e3 : ∀ a b c d : ℂ, ![a, b, c, d] 3 = d := fun _ _ _ _ => rfl
  -- the amplitudes are real
  have c4 : starRingEnd ℂ 4 = 4 := Complex.ext (by simp) (by simp)
  have c5 : starRingEnd ℂ 5 = 5 := Complex.ext (by simp) (by simp)
  constructor
  · rw [PiLp.inner_apply, Fin.sum_univ_four]
    norm_num [e2, e3]
  · norm_num [twoBody, oneBody, ann, cre, modeAnn, modeCre, Fin.sum_univ_two,
      PiLp.inner_apply, Fin.sum_univ_four, Matrix.one_apply, e2, e3, map_div₀, c4, c5]

end DeterminantTwoBodyDensity
```

```lean
#print axioms DeterminantTwoBodyDensity.twoBody_factorizes
-- 'DeterminantTwoBodyDensity.twoBody_factorizes' depends on axioms: [propext, Classical.choice, Quot.sound]
#print axioms DeterminantTwoBodyDensity.pair_density
-- 'DeterminantTwoBodyDensity.pair_density' depends on axioms: [propext, Classical.choice, Quot.sound]
#print axioms DeterminantTwoBodyDensity.hartreeFock_interaction
-- 'DeterminantTwoBodyDensity.hartreeFock_interaction' depends on axioms: [propext, Classical.choice, Quot.sound]
#print axioms DeterminantTwoBodyDensity.superposition_not_factorized
-- 'DeterminantTwoBodyDensity.superposition_not_factorized' depends on axioms: [propext, Classical.choice, Quot.sound]
```

## Reading the definitions and theorems

`H` is any complex inner product space, with no assumption of finite dimension or completeness. The finite type `ι` labels the modes, and `κ` labels the transformed operators. `IsCAR` says that `ad p` is the adjoint of `a p` and that the canonical anticommutation relations hold; these encode Fermi statistics in an orthonormal basis. `IsDeterminant` says that `Φ` is normalized, that Pauli exclusion blocks adding a particle to a mode in `occ`, and that the other modes are empty. The case of no occupied modes is allowed.

`ann`, `cre` and `occCre` are $c_x$, $c_x^\dagger$ and $d_x^\dagger$. `oneBody` and `twoBody` are defined as expectation values, so the factorization is not built into them. The arguments of `twoBody` follow the operator order `w x z y`, whereas `V` takes `w x y z`. The main theorem, `twoBody_factorizes`, places no condition on `U`.

## How the lemmas match the derivation

- `inner_ann` confirms that `cre` is the adjoint of `ann`; the later proofs do not use it.
- `occCre_cre` and `occCre_ann` are the two anticommutators. Both expand into double sums, exchange the order of summation where needed, and apply the mode relations term by term with `linear_combination`.
- `inner_cre_eq_occCre` removes the empty modes next to the bra, using `Finset.sum_subset`.
- `oneBody_eq` identifies the anticommutator with $\gamma$.
- In `twoBody_factorizes`, `h0` is $d_w^\dagger\Phi=0$ and `m` is the rule for passing an annihilator. The `rw` line carries out the three moves to the right, and `ring` collects the scalars.
- `pair_density` adds the conjugation symmetry as `hs`. `hartreeFock_interaction` uses the factorization backwards, then linearity.

## What a code can take from these theorems

The direct and exchange terms, their signs and their index order are established for every finite set of modes and every `U`. `determinant_witness` shows that the assumptions are satisfiable: it checks, component by component, a two-mode Fock space and determinants with one and two particles.

Normalization alone would not suffice. `superposition_not_factorized` takes $\Psi=\tfrac35|00\rangle+\tfrac45|11\rangle$ in the original basis. This vector mixes zero and two particles, as BCS mean-field states mix particle numbers, so it is not a state of a fixed number of electrons. Its pair density is $16/25$, while the factorized expression gives $(16/25)^2=256/625$. The difference, $144/625$, is the squared modulus of the pairing amplitude $\langle\Psi,a_1a_0\Psi\rangle=12/25$, a contraction that is zero in a determinant. The identity is thus Wick's theorem for two creators to the left of two annihilators, without pairing terms. Longer products and thermal states would need separate proofs.

The energy theorem evaluates a given interaction in a given determinant. It does not say that the orbitals are self-consistent or that the energy is close to that of the correlated ground state. `V` is an arbitrary array, so correct integrals, spin labels and index conventions remain the program's responsibility, as does rounding error.
